# An error of size e between positive semidefinite mass-weighted Hessians shifts each ordered frequency by at most √e

An error in a molecule's Hessian moves its harmonic frequencies, and to say how far, one must first decide which old frequency is compared with which new one. Here they are paired by rank: highest with highest, second with second, and so on. Mode shapes play no part in the pairing, so if two modes exchange character under the error, the comparison still follows the position in the list.

Let \(E\) be the real space of mass-weighted displacements, of dimension \(n\), and let \(K\) and \(K'\) be the exact and the perturbed mass-weighted Hessian, both symmetric and positive semidefinite. The size of the error is a number \(e\) with

\[ |\langle v,(K'-K)v\rangle| \le e\,\|v\|^2 \quad\text{for all } v\in E . \]

Physically, \(e\) bounds the error in curvature along any unit displacement. It has the dimension of a squared frequency and is not the elementary charge. The frequencies are written \(w_k\) and \(w'_k\) where textbooks write \(\omega_k\); they are angular frequencies. The result is that \(|w'_k-w_k|\le\sqrt e\), and that \(|w'_k-w_k|\le e/w_k\) when \(w_k>0\).

For electronic-structure work this turns an error bound on a computed Hessian into error bars on its frequencies, within the harmonic approximation and for Hessians without negative eigenvalues. The hypotheses take \(e\) as given; finding a valid \(e\) for an actual calculation, with its finite differences and convergence thresholds, is a separate task.

In Lean 4 with Mathlib:

```lean
import Mathlib

open scoped InnerProductSpace

namespace FrequencyNoise

variable {E : Type*} [NormedAddCommGroup E] [InnerProductSpace ℝ E] {n : ℕ}
  {K K' : E →ₗ[ℝ] E} {b b' : OrthonormalBasis (Fin n) ℝ E} {w w' : Fin n → ℝ} {e : ℝ}
```

## Normal modes as an ordered list

A set of normal modes is an orthonormal basis \(b_0,\dots,b_{n-1}\) with

\[ K b_i = w_i^2\, b_i,\qquad w_0\ge w_1\ge\dots\ge w_{n-1}\ge 0 . \]

The index starts at 0 and the highest frequency comes first, the reverse of most program output.

```lean
/-- The orthonormal displacements `b i` are normal modes of the mass-weighted Hessian `K`
with frequencies `w i ≥ 0`, listed from the highest to the lowest: `K (b i) = (w i)² b i`. -/
structure IsNormalModes (K : E →ₗ[ℝ] E) (b : OrthonormalBasis (Fin n) ℝ E)
    (w : Fin n → ℝ) : Prop where
  anti : Antitone w
  nonneg : ∀ i, 0 ≤ w i
  eigen : ∀ i, K (b i) = (w i) ^ 2 • b i
```

`IsNormalModes K b w` says exactly this: `anti` is the ordering, `nonneg` the sign and `eigen` the eigenvalue equation. The later theorems carry no separate assumption that \(K\) is symmetric or positive semidefinite, because an operator with such a basis is both.

Conversely, every symmetric positive semidefinite \(K\) has such modes. The spectral theorem gives an orthonormal basis \(u_i\) with \(Ku_i=\lambda_i u_i\) and the \(\lambda_i\) in descending order. Positivity gives

\[ 0\le\langle u_i,Ku_i\rangle=\lambda_i\|u_i\|^2=\lambda_i , \]

so \(w_i=\sqrt{\lambda_i}\) is real, satisfies \(w_i^2=\lambda_i\), and inherits the order because the square root is increasing.

```lean
/-- Every symmetric positive semidefinite Hessian on an `n`-dimensional displacement space
has a complete set of normal modes with ordered real frequencies. -/
theorem exists_normalModes [FiniteDimensional ℝ E] (hn : Module.finrank ℝ E = n)
    (hK : K.IsSymmetric) (hpos : ∀ v, 0 ≤ ⟪v, K v⟫_ℝ) :
    ∃ (b : OrthonormalBasis (Fin n) ℝ E) (w : Fin n → ℝ), IsNormalModes K b w := by
  have he : ∀ i, K (hK.eigenvectorBasis hn i)
      = hK.eigenvalues hn i • hK.eigenvectorBasis hn i := fun i => by
    simp [hK.apply_eigenvectorBasis hn i]
  -- positivity of the quadratic form makes each eigenvalue nonnegative
  have h0 : ∀ i, 0 ≤ hK.eigenvalues hn i := fun i => by
    have h := hpos (hK.eigenvectorBasis hn i)
    rw [he, inner_smul_right, real_inner_self_eq_norm_sq,
      (hK.eigenvectorBasis hn).orthonormal.1 i] at h
    linarith
  refine ⟨hK.eigenvectorBasis hn, fun i => √(hK.eigenvalues hn i), ?_, ?_, ?_⟩
  · exact fun i j hij => Real.sqrt_le_sqrt (hK.eigenvalues_antitone hn hij)
  · exact fun i => Real.sqrt_nonneg _
  · intro i
    rw [Real.sq_sqrt (h0 i)]
    exact he i
```

## The potential in normal coordinates

Expand a displacement as \(v=\sum_i\langle b_i,v\rangle b_i\). Applying \(K\) gives \(Kv=\sum_i\langle b_i,v\rangle w_i^2\,b_i\), and the inner product with \(v\) is

\[ \langle v,Kv\rangle=\sum_i w_i^2\,\langle b_i,v\rangle^2 . \]

This is twice the harmonic potential energy, as a sum over independent oscillators.

```lean
/-- In normal coordinates the quadratic form of the Hessian is a sum of independent
oscillator terms, `⟨v, K v⟩ = ∑ (w i)² ⟨b i, v⟩²`. -/
theorem IsNormalModes.form_eq_sum (h : IsNormalModes K b w) (v : E) :
    ⟪v, K v⟫_ℝ = ∑ i, (w i) ^ 2 * ⟪b i, v⟫_ℝ ^ 2 := by
  have hKv : K v = ∑ i, (⟪b i, v⟫_ℝ * (w i) ^ 2) • b i := by
    conv_lhs => rw [← b.sum_repr' v]
    rw [map_sum]
    refine Finset.sum_congr rfl fun i _ => ?_
    rw [map_smul, h.eigen, smul_smul]
  rw [hKv, inner_sum]
  refine Finset.sum_congr rfl fun i _ => ?_
  rw [inner_smul_right, real_inner_comm (b i) v]
  ring
```

In the proof, `hKv` is the expansion of \(Kv\); the remaining lines take the inner product term by term.

## A displacement that is stiff for one Hessian and soft for the other

Fix \(k\). We look for a nonzero \(v\) built only from modes \(0,\dots,k\) of \(K'\) and, at the same time, only from modes \(k,\dots,n-1\) of \(K\). This means

\[ \langle b_i,v\rangle=0\ \ (i<k),\qquad \langle b'_i,v\rangle=0\ \ (i>k). \]

These are \(k+(n-1-k)=n-1\) linear conditions on an \(n\)-dimensional space, so a nonzero solution exists. For \(n=1\) there are no conditions and any nonzero \(v\) will do.

In the expansion for \(K'\) only terms with \(i\le k\) survive, and there \(w'_i\ge w'_k\). In the expansion for \(K\) only terms with \(i\ge k\) survive, and there \(w_i\le w_k\). Since \(\|v\|^2=\sum_i\langle b_i,v\rangle^2=\sum_i\langle b'_i,v\rangle^2\),

\[ w_k'^2\|v\|^2\le\langle v,K'v\rangle,\qquad \langle v,Kv\rangle\le w_k^2\|v\|^2 . \]

```lean
/-- For two Hessians and any `k` there is a nonzero trial displacement whose Rayleigh quotient
is at least `(w' k)²` for `K'` and at most `(w k)²` for `K`. -/
theorem exists_trial_displacement (h : IsNormalModes K b w) (h' : IsNormalModes K' b' w')
    (k : Fin n) : ∃ v : E, v ≠ 0 ∧ (w' k) ^ 2 * ‖v‖ ^ 2 ≤ ⟪v, K' v⟫_ℝ ∧
      ⟪v, K v⟫_ℝ ≤ (w k) ^ 2 * ‖v‖ ^ 2 := by
  classical
  have : Module.Finite ℝ E := Module.Finite.of_basis b.toBasis
  -- n - 1 orthogonality conditions on an n-dimensional space
  let c : {i : Fin n // i ≠ k} → E := fun i => if i.1 < k then b i.1 else b' i.1
  let L : E →ₗ[ℝ] ({i : Fin n // i ≠ k} → ℝ) :=
    { toFun := fun v i => ⟪c i, v⟫_ℝ
      map_add' := fun x y => funext fun i => inner_add_right _ _ _
      map_smul' := fun r x => funext fun i => inner_smul_right _ _ _ }
  have hlt : Module.finrank ℝ ({i : Fin n // i ≠ k} → ℝ) < Module.finrank ℝ E := by
    rw [Module.finrank_fintype_fun_eq_card, Module.finrank_eq_card_basis b.toBasis]
    exact Fintype.card_subtype_lt (x := k) (by simp)
  obtain ⟨v, hv, hv0⟩ := Submodule.exists_mem_ne_zero_of_ne_bot
    (LinearMap.ker_ne_bot_of_finrank_lt (f := L) hlt)
  have hc : ∀ i, ⟪c i, v⟫_ℝ = 0 := fun i => congrFun (LinearMap.mem_ker.mp hv) i
  have hlow : ∀ i, i < k → ⟪b i, v⟫_ℝ = 0 := fun i hi => by
    simpa [c, hi] using hc ⟨i, hi.ne⟩
  have hhigh : ∀ i, k < i → ⟪b' i, v⟫_ℝ = 0 := fun i hi => by
    simpa [c, not_lt_of_ge hi.le] using hc ⟨i, hi.ne'⟩
  have hN : ∀ d : OrthonormalBasis (Fin n) ℝ E, ‖v‖ ^ 2 = ∑ i, ⟪d i, v⟫_ℝ ^ 2 := fun d => by
    rw [← real_inner_self_eq_norm_sq, ← d.sum_inner_mul_inner v v]
    refine Finset.sum_congr rfl fun i _ => ?_
    rw [real_inner_comm (d i) v]
    ring
  -- compare the two mode expansions term by term
  refine ⟨v, hv0, ?_, ?_⟩
  · rw [h'.form_eq_sum, hN b', Finset.mul_sum]
    refine Finset.sum_le_sum fun i _ => ?_
    rcases le_or_gt i k with hi | hi
    · exact mul_le_mul_of_nonneg_right
        (pow_le_pow_left₀ (h'.nonneg k) (h'.anti hi) 2) (sq_nonneg _)
    · simp [hhigh i hi]
  · rw [h.form_eq_sum, hN b, Finset.mul_sum]
    refine Finset.sum_le_sum fun i _ => ?_
    rcases le_or_gt k i with hi | hi
    · exact mul_le_mul_of_nonneg_right
        (pow_le_pow_left₀ (h.nonneg i) (h.anti hi) 2) (sq_nonneg _)
    · simp [hlow i hi]
```

The family `c` lists the \(n-1\) vectors to which \(v\) must be orthogonal, indexed by all \(i\ne k\), and `L` sends \(v\) to its inner products with them. Its target has smaller dimension than \(E\), so its kernel contains a nonzero vector. `hlow` and `hhigh` recover the two groups of conditions, `hN` is the norm expansion, and the last two blocks compare the sums term by term.

## Squared frequencies move by at most e

With this \(v\),

\[ w_k'^2\|v\|^2\le\langle v,K'v\rangle=\langle v,Kv\rangle+\langle v,(K'-K)v\rangle\le(w_k^2+e)\|v\|^2 . \]

Dividing by \(\|v\|^2>0\) gives \(w_k'^2-w_k^2\le e\). Exchanging the roles of \(K\) and \(K'\) gives \(w_k^2-w_k'^2\le e\), and together

\[ |w_k'^2-w_k^2|\le e . \]

```lean
/-- If the quadratic form of the Hessian error is bounded in absolute value by `e ‖v‖²`, each
ordered squared frequency moves by at most `e`. -/
theorem sq_frequency_shift_le (h : IsNormalModes K b w) (h' : IsNormalModes K' b' w')
    (he : ∀ v, |⟪v, (K' - K) v⟫_ℝ| ≤ e * ‖v‖ ^ 2) (k : Fin n) :
    |(w' k) ^ 2 - (w k) ^ 2| ≤ e := by
  simp only [LinearMap.sub_apply, inner_sub_right] at he
  rw [abs_le]
  constructor
  · obtain ⟨v, hv, h1, h2⟩ := exists_trial_displacement h' h k
    have hp : 0 < ‖v‖ ^ 2 := pow_pos (norm_pos_iff.mpr hv) 2
    have h3 := (abs_le.mp (he v)).1
    have h4 : (w k) ^ 2 - (w' k) ^ 2 ≤ e := le_of_mul_le_mul_right (by nlinarith) hp
    linarith
  · obtain ⟨v, hv, h1, h2⟩ := exists_trial_displacement h h' k
    have hp : 0 < ‖v‖ ^ 2 := pow_pos (norm_pos_iff.mpr hv) 2
    have h3 := (abs_le.mp (he v)).2
    exact le_of_mul_le_mul_right (by nlinarith) hp
```

The two bullets are these two directions, the exchanged one first. `le_of_mul_le_mul_right` cancels the factor \(\|v\|^2\).

## From squared frequencies to frequencies

Both frequencies are nonnegative, so factoring gives

\[ |w'_k-w_k|\,(w'_k+w_k)\le e . \]

The sum is at least \(|w'_k-w_k|\), hence \(|w'_k-w_k|^2\le e\), which is the bound \(\sqrt e\). The sum is also at least \(w_k\), hence \(|w'_k-w_k|\,w_k\le e\), and dividing by \(w_k>0\) gives \(e/w_k\). For \(e>0\) the second bound is the sharper one when \(w_k>\sqrt e\).

```lean
/-- If the quadratic form of the Hessian error is bounded in absolute value by `e ‖v‖²`, each
ordered frequency moves by at most `√e`, and by at most `e / w k` when `w k > 0`. -/
theorem frequency_shift_le (h : IsNormalModes K b w) (h' : IsNormalModes K' b' w')
    (he : ∀ v, |⟪v, (K' - K) v⟫_ℝ| ≤ e * ‖v‖ ^ 2) (k : Fin n) :
    |w' k - w k| ≤ √e ∧ (0 < w k → |w' k - w k| ≤ e / w k) := by
  have h0 := h.nonneg k
  have h0' := h'.nonneg k
  -- factor the difference of squares
  have hs : |w' k - w k| * (w' k + w k) ≤ e := by
    have h1 := sq_frequency_shift_le h h' he k
    rwa [show (w' k) ^ 2 - (w k) ^ 2 = (w' k - w k) * (w' k + w k) by ring, abs_mul,
      abs_of_nonneg (add_nonneg h0' h0)] at h1
  have ha := abs_nonneg (w' k - w k)
  constructor
  · have hd : |w' k - w k| ≤ w' k + w k := abs_le.mpr ⟨by linarith, by linarith⟩
    exact Real.le_sqrt_of_sq_le (by nlinarith [mul_le_mul_of_nonneg_left hd ha])
  · intro hw
    rw [le_div_iff₀ hw]
    nlinarith [mul_nonneg ha h0']
```

Here `hs` is the factored inequality, and the two bullets replace the sum by its two lower bounds.

Positivity matters for the constant. Many programs print an imaginary frequency as a negative number. Take one dimension, \(e>0\), \(K=e/2\) and \(K'=-e/2\). The error has size \(e\), but the printed frequency goes from \(\sqrt{e/2}\) to \(-\sqrt{e/2}\), a change of \(\sqrt{2e}>\sqrt e\). Under that convention the bound \(\sqrt e\) fails if symmetry is all that is asked of \(K'\).

Degenerate modes can be chosen in many ways, but the frequencies cannot. Two sets of modes of the same \(K\) are compared with \(K'=K\) and \(e=0\), so \(|w'_k-w_k|\le 0\) for every \(k\).

```lean
/-- The ordered frequencies of a Hessian do not depend on the choice of normal modes. -/
theorem frequencies_unique (h : IsNormalModes K b w) (h' : IsNormalModes K b' w') :
    w' = w := by
  funext k
  have h1 := (frequency_shift_le (e := 0) h h' (by simp) k).1
  rw [Real.sqrt_zero] at h1
  linarith [abs_nonpos_iff.mp h1]
```

## Errors that reach the bounds

Let \(e\ge0\), \(K=0\) and \(K'=e\), meaning \(e\) times the identity. Any orthonormal basis consists of normal modes for both. The error form is \(\langle v,ev\rangle=e\|v\|^2\), and every frequency moves from \(0\) to \(\sqrt e\). So a free motion, such as an overall translation, can be shifted by the full \(\sqrt e\).

```lean
/-- The bound `√e` is attained: for `e ≥ 0`, passing from `K = 0` to `K' = e` moves every
frequency from `0` to `√e`. -/
theorem sqrt_bound_attained (b : OrthonormalBasis (Fin n) ℝ E) (he : 0 ≤ e) :
    IsNormalModes (0 : E →ₗ[ℝ] E) b (fun _ => 0) ∧
    IsNormalModes (e • (LinearMap.id : E →ₗ[ℝ] E)) b (fun _ => √e) ∧
    (∀ v : E, |⟪v, (e • (LinearMap.id : E →ₗ[ℝ] E) - 0) v⟫_ℝ| ≤ e * ‖v‖ ^ 2) ∧
    |√e - 0| = √e := by
  refine ⟨⟨fun _ _ _ => le_rfl, fun _ => le_rfl, fun i => by simp⟩,
    ⟨fun _ _ _ => le_rfl, fun _ => Real.sqrt_nonneg e, fun i => ?_⟩, fun v => ?_, ?_⟩
  · rw [Real.sq_sqrt he, LinearMap.smul_apply, LinearMap.id_apply]
  · refine le_of_eq ?_
    rw [sub_zero, LinearMap.smul_apply, LinearMap.id_apply, inner_smul_right,
      real_inner_self_eq_norm_sq, abs_of_nonneg (by positivity)]
  · rw [sub_zero, abs_of_nonneg (Real.sqrt_nonneg e)]
```

The four parts of the statement are the modes of \(K\), the modes of \(K'\), the error bound and the size of the shift.

For the other bound let \(a>0\), \(K=a^2\) and \(K'=0\), so that all stiffness is lost. The error has size \(e=a^2\), and every frequency drops from \(a\) to \(0\), a shift of \(a=a^2/a=e/w_k\). In this example \(w_k=\sqrt e\), the point where the two bounds coincide. For \(e>0\) the bound \(e/w_k\) is attained only there: since \(|w'_k-w_k|\,(w'_k+w_k)\le e\), equality forces \(w'_k=0\) and then \(w_k^2=e\). For a stiff mode, with \(w_k\) much larger than \(\sqrt e\), the sum \(w'_k+w_k\) is close to \(2w_k\), so the shift is at most about \(e/(2w_k)\), half the stated bound.

```lean
/-- The bound `e / w k` is attained: for `a > 0`, passing from `K = a²` to `K' = 0` is an error
of size `e = a²` and moves every frequency from `a` to `0`, that is by `e / a`. -/
theorem div_bound_attained (b : OrthonormalBasis (Fin n) ℝ E) {a : ℝ} (ha : 0 < a) :
    IsNormalModes (a ^ 2 • (LinearMap.id : E →ₗ[ℝ] E)) b (fun _ => a) ∧
    IsNormalModes (0 : E →ₗ[ℝ] E) b (fun _ => 0) ∧
    (∀ v : E, |⟪v, (0 - a ^ 2 • (LinearMap.id : E →ₗ[ℝ] E)) v⟫_ℝ| ≤ a ^ 2 * ‖v‖ ^ 2) ∧
    |0 - a| = a ^ 2 / a := by
  refine ⟨⟨fun _ _ _ => le_rfl, fun _ => ha.le, fun i => ?_⟩,
    ⟨fun _ _ _ => le_rfl, fun _ => le_rfl, fun i => by simp⟩, fun v => ?_, ?_⟩
  · rw [LinearMap.smul_apply, LinearMap.id_apply]
  · refine le_of_eq ?_
    rw [zero_sub, LinearMap.neg_apply, inner_neg_right, abs_neg, LinearMap.smul_apply,
      LinearMap.id_apply, inner_smul_right, real_inner_self_eq_norm_sq,
      abs_of_nonneg (by positivity)]
  · rw [zero_sub, abs_neg, abs_of_pos ha, eq_div_iff ha.ne']
    ring
```

## A uniform error shifts soft modes more

Add the same stiffness \(e>0\) in every direction. Then \((K+e)b_i=(w_i^2+e)b_i\), so the modes and their order are unchanged and the new frequencies are \(\sqrt{w_i^2+e}\). The shift is

\[ \sqrt{w_i^2+e}-w_i=\frac{e}{\sqrt{w_i^2+e}+w_i} , \]

and the denominator grows with \(w_i\). Of two modes with different frequencies, the softer one therefore moves strictly further.

This ranking belongs to the uniform error. An error that stiffens only the highest mode leaves all the others where they were; what holds for every error of size \(e\) is that the guaranteed bound \(e/w_k\) is larger for softer modes.

```lean
/-- A uniform stiffness error `e > 0` keeps the modes and turns each frequency `w i` into
`√((w i)² + e)`; of two modes with different frequencies the softer one is shifted more. -/
theorem soft_modes_shift_most (h : IsNormalModes K b w) (he : 0 < e) :
    IsNormalModes (K + e • LinearMap.id) b (fun i => √((w i) ^ 2 + e)) ∧
    ∀ i j, w i < w j → √((w j) ^ 2 + e) - w j < √((w i) ^ 2 + e) - w i := by
  refine ⟨⟨fun i j hij => ?_, fun i => Real.sqrt_nonneg _, fun i => ?_⟩, fun i j hij => ?_⟩
  · have h1 := pow_le_pow_left₀ (h.nonneg j) (h.anti hij) 2
    exact Real.sqrt_le_sqrt (by linarith)
  · rw [Real.sq_sqrt (by positivity), LinearMap.add_apply, LinearMap.smul_apply,
      LinearMap.id_apply, h.eigen, add_smul]
  · have hi := h.nonneg i
    have hA := Real.sq_sqrt (show 0 ≤ (w i) ^ 2 + e by positivity)
    have hB := Real.sq_sqrt (show 0 ≤ (w j) ^ 2 + e by positivity)
    have hA0 : 0 < √((w i) ^ 2 + e) := Real.sqrt_pos.mpr (by positivity)
    have hAB : √((w i) ^ 2 + e) ≤ √((w j) ^ 2 + e) := Real.sqrt_le_sqrt (by nlinarith)
    have hBj : w j < √((w j) ^ 2 + e) := Real.lt_sqrt_of_sq_lt (by linarith)
    -- both shifts times the sum of old and new frequency equal e
    by_contra hcon
    have h1 := mul_le_mul_of_nonneg_right (not_lt.mp hcon) (add_nonneg hA0.le hi)
    have h2 := mul_lt_mul_of_pos_left (add_lt_add_of_le_of_lt hAB hij) (sub_pos.mpr hBj)
    nlinarith

end FrequencyNoise
```

The first two bullets check the order and the eigenvalue equation of the new modes. The last argues by contradiction: if the softer mode \(i\) moved no further than the stiffer mode \(j\), then multiplying each shift by the sum of its old and new frequency, which gives \(e\) in both cases, would lead to \(e<e\).

```lean
#print axioms FrequencyNoise.frequency_shift_le
-- 'FrequencyNoise.frequency_shift_le' depends on axioms: [propext, Classical.choice, Quot.sound]
#print axioms FrequencyNoise.frequencies_unique
-- 'FrequencyNoise.frequencies_unique' depends on axioms: [propext, Classical.choice, Quot.sound]
#print axioms FrequencyNoise.div_bound_attained
-- 'FrequencyNoise.div_bound_attained' depends on axioms: [propext, Classical.choice, Quot.sound]
#print axioms FrequencyNoise.soft_modes_shift_most
-- 'FrequencyNoise.soft_modes_shift_most' depends on axioms: [propext, Classical.choice, Quot.sound]
```
